# Band curvature for a generalized eigenproblem with k-dependent overlap

Take two levels with real parameter k, Hamiltonian H = diag(0, 1 + k²) and overlap S with rows (1, k) and (k, 1 + k²). The state u = (−k, 1) satisfies H u = e S u with e = 1 + k². Write ′ for d/dk. At k = 0, H″ − eS″ and e′ vanish, yet e″ = 2. The curvature comes from the other state, v₀ = (1, 0) with energy 0, which S′ couples to u:

2 |⟨v₀, (H′ − eS′)u⟩|² / (1 − 0) = 2 · |−1|² / 1 = 2.

The general formula adds two expectation values to this sum over states.

## Bands, overlaps and derivatives

States are vectors over a finite index set `ι`, as in a finite basis.

In Lean 4 with Mathlib:

```lean
import Mathlib

open Matrix Filter Topology

namespace GeneralizedBandCurvature

noncomputable section

variable {ι : Type*} [Fintype ι] [DecidableEq ι]
```

Matrix elements ⟨x, A y⟩ are conjugate-linear in x.

```lean
/-- The matrix element `⟨x, A y⟩`. -/
def elem (x : ι → ℂ) (A : Matrix ι ι ℂ) (y : ι → ℂ) : ℂ := star x ⬝ᵥ (A *ᵥ y)
```

Derivatives are taken entry by entry.

```lean
/-- The entrywise derivative of a matrix function of `k`. -/
def dMat (A : ℝ → Matrix ι ι ℂ) (k : ℝ) : Matrix ι ι ℂ :=
  fun i j => deriv (fun t => A t i j) k

/-- The entrywise derivative of a vector function of `k`. -/
def dVec (u : ℝ → ι → ℂ) (k : ℝ) : ι → ℂ := fun i => deriv (fun t => u t i) k
```

The code's `velocityOp` is W = H′ − eS′. For ⟨u, S u⟩ = 1 its expectation value in u is e′, which is ħ times the group velocity when k is a wave number. Between different bands its matrix elements need not be ħ times those of the physical velocity, since the underlying basis may itself depend on k. W contains the band's own energy, so a code must form its matrix elements with the e of the band being differentiated.

```lean
/-- The matrix `H' - e S'` for a band with energy `e`. -/
def velocityOp (H S : ℝ → Matrix ι ι ℂ) (e : ℝ → ℝ) (k : ℝ) : Matrix ι ι ℂ :=
  dMat H k - (e k : ℂ) • dMat S k
```

`SmoothBand` assumes a C² state u along the whole k line, with H and S Hermitian and C². At a degeneracy the smoothness of u is a real restriction. The energy e is real, but its smoothness is not assumed.

```lean
/-- A band `H u = e S u` with Hermitian `H`, `S` and real `e`, where `H`, `S`, `u` are C². -/
structure SmoothBand (H S : ℝ → Matrix ι ι ℂ) (u : ℝ → ι → ℂ) (e : ℝ → ℝ) : Prop where
  smoothH : ∀ i j, ContDiff ℝ 2 fun k => H k i j
  smoothS : ∀ i j, ContDiff ℝ 2 fun k => S k i j
  smoothU : ∀ i, ContDiff ℝ 2 fun k => u k i
  hermH : ∀ k, (H k).IsHermitian
  hermS : ∀ k, (S k).IsHermitian
  eigen : ∀ k, H k *ᵥ u k = (e k : ℂ) • (S k *ᵥ u k)
```

At one fixed k, `GenEigenbasis` supplies states v_m with energies E_m:

⟨v_l, S v_m⟩ = δ_lm,  H v_m = E_m S v_m.

```lean
/-- An `S`-orthonormal basis of solutions of `H v = E S v`. -/
structure GenEigenbasis (H S : Matrix ι ι ℂ) (E : ι → ℝ) (v : ι → ι → ℂ) : Prop where
  ortho : ∀ l m, elem (v l) S (v m) = if l = m then 1 else 0
  eigen : ∀ m, H *ᵥ v m = (E m : ℂ) • (S *ᵥ v m)
```

## Algebra and completeness

Matrix elements are linear in the operator, and for Hermitian A, ⟨x, A y⟩* = ⟨y, A x⟩.

```lean
variable {H S : ℝ → Matrix ι ι ℂ} {u : ℝ → ι → ℂ} {e : ℝ → ℝ}
  {E : ι → ℝ} {v : ι → ι → ℂ} {k : ℝ} {a : ι}

omit [DecidableEq ι] in
/-- Matrix elements are linear in the operator. -/
theorem elem_sub_smul (x y : ι → ℂ) (A B : Matrix ι ι ℂ) (c : ℂ) :
    elem x (A - c • B) y = elem x A y - c * elem x B y := by
  simp only [elem, Matrix.sub_mulVec, Matrix.smul_mulVec, dotProduct_sub, dotProduct_smul,
    smul_eq_mul]

omit [DecidableEq ι] in
/-- For a Hermitian operator, exchanging the two states conjugates the matrix element. -/
theorem elem_star {A : Matrix ι ι ℂ} (hA : A.IsHermitian) (x y : ι → ℂ) :
    star (elem x A y) = elem y A x := by
  unfold elem
  rw [← Matrix.star_dotProduct, Matrix.star_mulVec, hA.eq, ← Matrix.dotProduct_mulVec]
```

A C² function can be differentiated near k, and its derivative again at k.

```lean
/-- A C² function has a first derivative near `k` and a second derivative at `k`. -/
theorem hasDerivAt_twice {F : Type*} [NormedAddCommGroup F] [NormedSpace ℝ F] {f : ℝ → F}
    (h : ContDiffAt ℝ 2 f k) : (∀ᶠ t in 𝓝 k, HasDerivAt f (deriv f t) t) ∧
      HasDerivAt (deriv f) (deriv (deriv f) k) k := by
  refine ⟨(h.eventually (by simp)).mono fun t ht =>
    (ht.differentiableAt (by norm_num)).hasDerivAt, ?_⟩
  have h1 : ContDiffAt ℝ 1 (fderiv ℝ f) k := h.fderiv_right one_add_one_eq_two.le
  exact ((h1.differentiableAt (by norm_num)).clm_apply
    (differentiableAt_const (1 : ℝ))).hasDerivAt
```

Let V have the v_m as columns. Then V†SV = 1, and since V is square, VV†S = 1 as well. Hence

x = Σ_m ⟨v_m, S x⟩ v_m.

```lean
/-- Inserting the `S`-orthonormal eigenbasis between an operator and a state. -/
theorem insert_basis {H₀ S₀ : Matrix ι ι ℂ} (hB : GenEigenbasis H₀ S₀ E v)
    (y x : ι → ℂ) (Q : Matrix ι ι ℂ) :
    elem y Q x = ∑ m, elem (v m) S₀ x * elem y Q (v m) := by
  let V : Matrix ι ι ℂ := fun i m => v m i
  have h1 : Vᴴ * (S₀ * V) = 1 := by
    ext l m
    rw [Matrix.one_apply]
    exact hB.ortho l m
  have h2 : V * (Vᴴ * S₀) = 1 := by
    rw [← Matrix.mul_assoc] at h1
    exact mul_eq_one_comm.mp h1
  have h3 := congrArg (fun M => M *ᵥ x) h2
  simp only [← Matrix.mulVec_mulVec, Matrix.one_mulVec] at h3
  have h4 : ∑ m, elem (v m) S₀ x • v m = x := by
    ext i
    refine Eq.trans ?_ (congrFun h3 i)
    rw [Finset.sum_apply]
    change _ = ∑ m, v m i * elem (v m) S₀ x
    exact Finset.sum_congr rfl fun m _ => mul_comm _ _
  conv_lhs => rw [← h4]
  simp only [elem, Matrix.dotProduct_mulVec, dotProduct_sum, dotProduct_smul, smul_eq_mul]
```

## Differentiating the eigenvalue equation

Let u(k) = v_a. Projecting both eigenvalue equations on v_a gives e = E_a. Near k, e = ⟨u, H u⟩ / ⟨u, S u⟩ with nonzero denominator, so e is C² at k. Normalisation of u is needed only at k itself.

```lean
/-- If `u` is the basis state `v a` at `k`, then `e = E a` there and `e` is C² at `k`. -/
theorem energy_smooth (hb : SmoothBand H S u e) (hB : GenEigenbasis (H k) (S k) E v)
    (hu : u k = v a) : e k = E a ∧ ContDiffAt ℝ 2 e k := by
  have h1 : elem (v a) (S k) (v a) = 1 := (hB.ortho a a).trans (if_pos rfl)
  constructor
  · have h := hb.eigen k
    rw [hu, hB.eigen a] at h
    have h2 := congrArg (fun w => star (v a) ⬝ᵥ w) h
    simp only [dotProduct_smul, smul_eq_mul] at h2
    change _ * elem (v a) (S k) (v a) = _ * elem (v a) (S k) (v a) at h2
    rw [h1, mul_one, mul_one] at h2
    exact (Complex.ofReal_injective h2).symm
  · have q : ∀ A : ℝ → Matrix ι ι ℂ, (∀ i j, ContDiff ℝ 2 fun t => A t i j) →
        ContDiff ℝ 2 fun t => (elem (u t) (A t) (u t)).re := by
      intro A hA
      have h : ContDiff ℝ 2 fun t => ∑ i, star (u t i) * ∑ j, A t i j * u t j :=
        ContDiff.sum fun i _ => (Complex.conjCLE.contDiff.comp (hb.smoothU i)).mul
          (ContDiff.sum fun j _ => (hA i j).mul (hb.smoothU j))
      exact Complex.reCLM.contDiff.comp h
    have hN : ∀ t, (elem (u t) (H t) (u t)).re = e t * (elem (u t) (S t) (u t)).re := by
      intro t
      simp [elem, hb.eigen t, dotProduct_smul]
    have hD : (elem (u k) (S k) (u k)).re ≠ 0 := by
      rw [hu, h1]
      simp
    -- near `k` the energy is a quotient of expectation values
    refine ((q H hb.smoothH).contDiffAt.div (q S hb.smoothS).contDiffAt
      hD).congr_of_eventuallyEq ?_
    filter_upwards [(q S hb.smoothS).continuous.continuousAt.eventually_ne hD] with t ht
    exact eq_div_of_mul_eq ht (hN t).symm
```

Differentiating (H − eS)u = 0 once and twice gives the Sternheimer equations:

(W − e′S)u + (H − eS)u′ = 0,

(H″ − eS″ − 2e′S′ − e″S)u + 2(W − e′S)u′ + (H − eS)u″ = 0.

In the proof, `prod` is the product rule, and uniqueness of derivatives equates each result to zero.

```lean
omit [DecidableEq ι] in
/-- The first- and second-order Sternheimer equations of the generalized eigenproblem. -/
theorem sternheimer (hb : SmoothBand H S u e) (he : ContDiffAt ℝ 2 e k) :
    (velocityOp H S e k - ((deriv e k : ℝ) : ℂ) • S k) *ᵥ u k
        + (H k - (e k : ℂ) • S k) *ᵥ dVec u k = 0 ∧
    (dMat (dMat H) k - (e k : ℂ) • dMat (dMat S) k - (2 * ((deriv e k : ℝ) : ℂ)) • dMat S k
        - ((deriv (deriv e) k : ℝ) : ℂ) • S k) *ᵥ u k
      + (2 : ℂ) • ((velocityOp H S e k - ((deriv e k : ℝ) : ℂ) • S k) *ᵥ dVec u k)
      + (H k - (e k : ℂ) • S k) *ᵥ dVec (dVec u) k = 0 := by
  -- product rule for a matrix acting on a vector
  have prod : ∀ (A : ℝ → Matrix ι ι ℂ) (A' : Matrix ι ι ℂ) (w : ℝ → ι → ℂ) (w' : ι → ℂ)
      (t : ℝ), (∀ i j, HasDerivAt (fun s => A s i j) (A' i j) t) →
      (∀ i, HasDerivAt (fun s => w s i) (w' i) t) → ∀ i,
      HasDerivAt (fun s => (A s *ᵥ w s) i) ((A' *ᵥ w t) i + (A t *ᵥ w') i) t := by
    intro A A' w w' t hA hw i
    have h := HasDerivAt.fun_sum (u := Finset.univ) fun j _ => (hA i j).fun_mul (hw j)
    refine h.congr_deriv ?_
    simp only [Matrix.mulVec, dotProduct, Finset.sum_add_distrib]
  have hH := fun t i j => hasDerivAt_twice (k := t) (hb.smoothH i j).contDiffAt
  have hS := fun t i j => hasDerivAt_twice (k := t) (hb.smoothS i j).contDiffAt
  have hU := fun t i => hasDerivAt_twice (k := t) (hb.smoothU i).contDiffAt
  have hP : ∀ t, HasDerivAt e (deriv e t) t → ∀ i j,
      HasDerivAt (fun s => (H s - (e s : ℂ) • S s) i j)
        ((velocityOp H S e t - ((deriv e t : ℝ) : ℂ) • S t) i j) t := by
    intro t ht i j
    refine ((hH t i j).1.self_of_nhds.fun_sub
      (ht.ofReal_comp.fun_mul (hS t i j).1.self_of_nhds)).congr_deriv ?_
    simp only [velocityOp, dMat, Matrix.sub_apply, Matrix.smul_apply, smul_eq_mul]
    ring
  have first : ∀ t, HasDerivAt e (deriv e t) t → ∀ i,
      ((velocityOp H S e t - ((deriv e t : ℝ) : ℂ) • S t) *ᵥ u t) i
        + ((H t - (e t : ℂ) • S t) *ᵥ dVec u t) i = 0 := by
    intro t ht i
    have h := prod _ _ u (dVec u t) t (hP t ht) (fun i => (hU t i).1.self_of_nhds) i
    have hz : (fun s => ((H s - (e s : ℂ) • S s) *ᵥ u s) i) = fun _ => 0 := by
      funext s
      simp [Matrix.sub_mulVec, Matrix.smul_mulVec, hb.eigen s]
    rw [hz] at h
    exact h.unique (hasDerivAt_const t 0)
  have he2 := hasDerivAt_twice he
  have he1 := he2.1.self_of_nhds
  refine ⟨funext (first k he1), ?_⟩
  have hQ : ∀ i j, HasDerivAt
      (fun s => (velocityOp H S e s - ((deriv e s : ℝ) : ℂ) • S s) i j)
      ((dMat (dMat H) k - (e k : ℂ) • dMat (dMat S) k - (2 * ((deriv e k : ℝ) : ℂ)) • dMat S k
        - ((deriv (deriv e) k : ℝ) : ℂ) • S k) i j) k := by
    intro i j
    refine (((hH k i j).2.fun_sub (he1.ofReal_comp.fun_mul (hS k i j).2)).fun_sub
      (he2.2.ofReal_comp.fun_mul (hS k i j).1.self_of_nhds)).congr_deriv ?_
    simp only [dMat, Matrix.sub_apply, Matrix.smul_apply, smul_eq_mul]
    ring
  -- differentiate the first-order equation once more
  ext i
  have h := (prod _ _ u (dVec u k) k hQ (fun i => (hU k i).1.self_of_nhds) i).fun_add
    (prod _ _ (dVec u) (dVec (dVec u) k) k (hP k he1) (fun i => (hU k i).2) i)
  have h0 := h.unique ((hasDerivAt_const k (0 : ℂ)).congr_of_eventuallyEq
    (he2.1.mono fun t ht => first t ht i))
  simp only [Pi.add_apply, Pi.smul_apply, smul_eq_mul, Pi.zero_apply]
  linear_combination h0
```

Project the first equation on v_m and use ⟨v_m, H u′⟩ = E_m ⟨v_m, S u′⟩:

⟨v_m, W u⟩ = e′⟨v_m, S u⟩ + (e − E_m)⟨v_m, S u′⟩.

```lean
/-- The matrix element of `H' - e S'` between `v m` and `u`, in terms of the band slope, the energy
difference and the `S`-overlaps of `v m` with `u` and `u'`. -/
theorem velocity_element (hb : SmoothBand H S u e) (hB : GenEigenbasis (H k) (S k) E v)
    (he : ContDiffAt ℝ 2 e k) (m : ι) :
    elem (v m) (velocityOp H S e k) (u k) = ((deriv e k : ℝ) : ℂ) * elem (v m) (S k) (u k)
      + ((e k - E m : ℝ) : ℂ) * elem (v m) (S k) (dVec u k) := by
  have hr : ∀ r : ℝ, star (r : ℂ) = r := Complex.conj_ofReal
  have hL : elem (v m) (H k) (dVec u k) = E m * elem (v m) (S k) (dVec u k) := by
    rw [← elem_star (hb.hermH k), ← elem_star (hb.hermS k)]
    simp only [elem, hB.eigen, dotProduct_smul, smul_eq_mul, star_mul', hr]
  have h := congrArg (fun w => star (v m) ⬝ᵥ w) (sternheimer hb he).1
  simp only [dotProduct_add, dotProduct_zero] at h
  change elem _ _ _ + elem _ _ _ = 0 at h
  rw [elem_sub_smul, elem_sub_smul, hL] at h
  push_cast
  linear_combination h
```

## Curvature as a sum over states

Projecting the second equation on u removes u″:

e″ = ⟨u, (H″ − eS″)u⟩ − 2e′⟨u, S′u⟩ + 2⟨u, (W − e′S)u′⟩.

Set c_m = ⟨v_m, S u′⟩ and expand u′ in the eigenbasis. Hermiticity of H′ and S′ (`hd`) gives ⟨u, (W − e′S)v_m⟩ = (e − E_m)c_m*, so the last matrix element is

Σ_m (e − E_m)|c_m|² = Σ_{E_m ≠ e} |⟨v_m, W u⟩|² / (e − E_m).

`hsum` proves this identity, and `linear_combination` then solves for e″.

```lean
/-- Band curvature with a `k`-dependent overlap: `e''` as an expectation value, an overlap
correction and a sum over the states whose energy differs from `e`. -/
theorem band_curvature (hb : SmoothBand H S u e) (hB : GenEigenbasis (H k) (S k) E v)
    (hu : u k = v a) :
    ((deriv (deriv e) k : ℝ) : ℂ) =
      elem (u k) (dMat (dMat H) k - (e k : ℂ) • dMat (dMat S) k) (u k)
      - 2 * ((deriv e k : ℝ) : ℂ) * elem (u k) (dMat S k) (u k)
      + 2 * ∑ m with E m ≠ e k,
          ((‖elem (v m) (velocityOp H S e k) (u k)‖ ^ 2 / (e k - E m) : ℝ) : ℂ) := by
  obtain ⟨hEa, he⟩ := energy_smooth hb hB hu
  have hr : ∀ r : ℝ, star (r : ℂ) = r := Complex.conj_ofReal
  have ho : ∀ m, elem (v m) (S k) (u k) = if m = a then 1 else 0 := by
    intro m
    rw [hu]
    exact hB.ortho m a
  have hI := velocity_element hb hB he
  have hd : ∀ A : ℝ → Matrix ι ι ℂ, (∀ i j, ContDiff ℝ 2 fun t => A t i j) →
      (∀ t, (A t).IsHermitian) → (dMat A k).IsHermitian := by
    intro A hA hh
    refine Matrix.IsHermitian.ext fun i j => ?_
    have h := (hasDerivAt_twice (k := k) (hA j i).contDiffAt).1.self_of_nhds.star
    have h' : (fun t => star (A t j i)) = fun t => A t i j :=
      funext fun t => (hh t).apply i j
    rw [h'] at h
    exact h.unique (hasDerivAt_twice (k := k) (hA i j).contDiffAt).1.self_of_nhds
  -- the first-order response of `u`, expanded in the eigenbasis
  have hsum : elem (u k) (velocityOp H S e k - ((deriv e k : ℝ) : ℂ) • S k) (dVec u k) =
      ∑ m with E m ≠ e k,
        ((‖elem (v m) (velocityOp H S e k) (u k)‖ ^ 2 / (e k - E m) : ℝ) : ℂ) := by
    rw [insert_basis hB, Finset.sum_filter]
    refine Finset.sum_congr rfl fun m _ => ?_
    have hs : elem (u k) (velocityOp H S e k - ((deriv e k : ℝ) : ℂ) • S k) (v m) =
        star (((e k - E m : ℝ) : ℂ) * elem (v m) (S k) (dVec u k)) := by
      rw [← sub_eq_of_eq_add' (hI m)]
      simp only [velocityOp, elem_sub_smul, star_sub, star_mul', hr,
        elem_star (hd H hb.smoothH hb.hermH), elem_star (hd S hb.smoothS hb.hermS),
        elem_star (hb.hermS k)]
    rw [hs]
    by_cases hm : E m = e k
    · simp [hm]
    · have hma : m ≠ a := fun h => hm (by rw [h, hEa])
      have hne : e k - E m ≠ 0 := sub_ne_zero.mpr (Ne.symm hm)
      rw [if_pos hm, hI m, ho m, if_neg hma, mul_zero, zero_add, Complex.sq_norm,
        Complex.normSq_mul, Complex.normSq_ofReal, star_mul', hr, mul_assoc,
        mul_div_cancel_left₀ _ hne, Complex.ofReal_mul, ← Complex.mul_conj, Complex.star_def]
      ring
  -- project the second-order equation on `u`; the term with `u''` drops out
  have hL : elem (u k) (H k) (dVec (dVec u) k) =
      e k * elem (u k) (S k) (dVec (dVec u) k) := by
    rw [← elem_star (hb.hermH k), ← elem_star (hb.hermS k)]
    simp only [elem, hb.eigen, dotProduct_smul, smul_eq_mul, star_mul', hr]
  have hn : elem (u k) (S k) (u k) = 1 := by
    have h := ho a
    rwa [if_pos rfl, ← hu] at h
  have h2 := congrArg (fun w => star (u k) ⬝ᵥ w) (sternheimer hb he).2
  simp only [dotProduct_add, dotProduct_smul, dotProduct_zero, smul_eq_mul] at h2
  change elem _ _ _ + 2 * elem _ _ _ + elem _ _ _ = 0 at h2
  rw [hsum, elem_sub_smul _ _ (H k), hL, elem_sub_smul, elem_sub_smul, hn] at h2
  linear_combination -h2
```

If E_a is nondegenerate, the sum runs over all m ≠ a with nonzero denominators.

```lean
/-- For a nondegenerate level all energy denominators are nonzero and the sum in the band
curvature runs over all other states. -/
theorem band_curvature_nondegenerate (hb : SmoothBand H S u e)
    (hB : GenEigenbasis (H k) (S k) E v) (hu : u k = v a) (hE : ∀ m, m ≠ a → E m ≠ E a) :
    (∀ m, m ≠ a → e k - E m ≠ 0) ∧ ((deriv (deriv e) k : ℝ) : ℂ) =
      elem (u k) (dMat (dMat H) k - (e k : ℂ) • dMat (dMat S) k) (u k)
      - 2 * ((deriv e k : ℝ) : ℂ) * elem (u k) (dMat S k) (u k)
      + 2 * ∑ m ∈ Finset.univ.erase a,
          ((‖elem (v m) (velocityOp H S e k) (u k)‖ ^ 2 / (e k - E m) : ℝ) : ℂ) := by
  have hEa := (energy_smooth hb hB hu).1
  have hs : Finset.univ.filter (fun m => E m ≠ e k) = Finset.univ.erase a := by
    ext m
    simp only [Finset.mem_filter, Finset.mem_univ, true_and, Finset.mem_erase, and_true, hEa]
    exact ⟨fun h h' => h (by rw [h']), hE m⟩
  refine ⟨fun m hm => ?_, ?_⟩
  · rw [hEa]
    exact sub_ne_zero.mpr (hE m hm).symm
  · rw [← hs]
    exact band_curvature hb hB hu
```

In PAW and ultrasoft calculations, whose overlap depends on k, e″/ħ² is the inverse effective mass along one k direction, here for a finite basis and a prescribed H(k). A code that keeps only some of the bands truncates the sum; solving the first Sternheimer equation for u′ avoids this.

## The two-level example satisfies the hypotheses

The opening model has S u = (0, 1) and H u = (0, 1 + k²). At k = 0 its overlap is the identity, and u is the second basis state.

```lean
/-- A two-level Hamiltonian with one `k`-dependent diagonal entry. -/
def modelH (k : ℝ) : Matrix (Fin 2) (Fin 2) ℂ := !![0, 0; 0, 1 + (k : ℂ) ^ 2]

/-- A two-level overlap matrix with off-diagonal entries `k`. -/
def modelS (k : ℝ) : Matrix (Fin 2) (Fin 2) ℂ := !![1, (k : ℂ); (k : ℂ), 1 + (k : ℂ) ^ 2]

/-- The two-component state `(-k, 1)`. -/
def modelU (k : ℝ) : Fin 2 → ℂ := ![-(k : ℂ), 1]

/-- The two-level model has a smooth band of energy `1 + k²`, which at `k = 0` is the second
member of an orthonormal eigenbasis with energies 0 and 1. -/
theorem band_witness : SmoothBand modelH modelS modelU (fun k => 1 + k ^ 2) ∧
    GenEigenbasis (modelH 0) (modelS 0) ![0, 1] ![![1, 0], ![0, 1]] ∧
    modelU 0 = ![0, 1] := by
  have h0 : ContDiff ℝ 2 (fun _ : ℝ => (0 : ℂ)) := contDiff_const
  have h1 : ContDiff ℝ 2 (fun _ : ℝ => (1 : ℂ)) := contDiff_const
  have hk : ContDiff ℝ 2 (fun k : ℝ => (k : ℂ)) := Complex.ofRealCLM.contDiff
  have hq : ContDiff ℝ 2 (fun k : ℝ => 1 + (k : ℂ) ^ 2) := h1.add (hk.pow 2)
  refine ⟨⟨?_, ?_, ?_, ?_, ?_, ?_⟩, ⟨?_, ?_⟩, ?_⟩
  · intro i j
    fin_cases i <;> fin_cases j
    exacts [h0, h0, h0, hq]
  · intro i j
    fin_cases i <;> fin_cases j
    exacts [h1, hk, hk, hq]
  · intro i
    fin_cases i
    exacts [hk.neg, h1]
  · intro k
    refine Matrix.IsHermitian.ext fun i j => ?_
    fin_cases i <;> fin_cases j <;> simp [modelH]
  · intro k
    refine Matrix.IsHermitian.ext fun i j => ?_
    fin_cases i <;> fin_cases j <;> simp [modelS]
  · intro k
    have hS : modelS k *ᵥ modelU k = ![0, 1] := by
      ext i
      fin_cases i <;> simp [modelS, modelU, Matrix.mulVec, dotProduct, Fin.sum_univ_two]
      ring
    rw [hS]
    ext i
    fin_cases i <;> simp [modelH, modelU, Matrix.mulVec, dotProduct, Fin.sum_univ_two]
  · intro l m
    fin_cases l <;> fin_cases m <;>
      simp [elem, modelS, Matrix.mulVec, dotProduct, Fin.sum_univ_two]
  · intro m
    ext i
    fin_cases m <;> fin_cases i <;>
      simp [modelH, modelS, Matrix.mulVec, dotProduct, Fin.sum_univ_two]
  · ext i
    fin_cases i <;> simp [modelU]

end

end GeneralizedBandCurvature
```

```lean
#print axioms GeneralizedBandCurvature.band_curvature
#print axioms GeneralizedBandCurvature.band_curvature_nondegenerate
```

```
'GeneralizedBandCurvature.band_curvature' depends on axioms: [propext, Classical.choice, Quot.sound]
'GeneralizedBandCurvature.band_curvature_nondegenerate' depends on axioms: [propext, Classical.choice, Quot.sound]
```
